# A normalised one-electron state with a negative population in one of two non-orthogonal orbitals

The declaration `negative_population` concerns one electron in two orthonormal fermionic modes, with amplitudes 3/5 in the first and 4/5 in the second. Populations are taken in two non-orthogonal orbitals, the first mode itself and the unnormalised sum of both modes, whose overlap is 1, or 1/√2 once the sum is normalised. The theorem says that the state has norm one and that the expectation value of `occupation skew fock 0`, the creation operator of the first orbital times its dual annihilation operator, is −3/25; normalising the second orbital would not change this value. The attempt inverts the coefficient matrix, reduces the occupation operator to an explicit four-by-four matrix, and leaves both expectation values to `simp` and `norm_num`.

As first written in Lean, the proof fails:

```lean
import Mathlib

open Matrix

namespace NegativePopulation

noncomputable section

variable {ι A : Type*} [Fintype ι] [DecidableEq ι]
  [Ring A] [StarRing A] [Algebra ℂ A] [StarModule ℂ A]

/-- The canonical anticommutation relations for annihilation operators `a p`
and their adjoints. -/
structure CAR {ι A : Type*} [DecidableEq ι] [Ring A] [StarRing A] (a : ι → A) : Prop where
  same : ∀ p q, a p * a q + a q * a p = 0
  mixed : ∀ p q, a p * star (a q) + star (a q) * a p = if p = q then 1 else 0

/-- The annihilation operator `b_m` of the orbital whose coefficients are column `m` of `X`. -/
def orbital (X : Matrix ι ι ℂ) (a : ι → A) (m : ι) : A := ∑ p, star (X p m) • a p

/-- The overlap matrix `S = Xᴴ X` of the orbitals. -/
def overlap (X : Matrix ι ι ℂ) : Matrix ι ι ℂ := Xᴴ * X

/-- The dual annihilation operator `d_m = ∑ n, (S⁻¹)_mn b_n`, for invertible `X`. -/
def dual (X : Matrix ι ι ℂ) (a : ι → A) (m : ι) : A :=
  ∑ n, (overlap X)⁻¹ m n • orbital X a n

/-- The occupation operator `N_m = b_m* d_m`, for invertible `X`. -/
def occupation (X : Matrix ι ι ℂ) (a : ι → A) (m : ι) : A :=
  star (orbital X a m) * dual X a m

omit [DecidableEq ι] in
/-- The creation operator of orbital `m` is `b_m* = ∑ p, X_pm a_p*`. -/
theorem star_orbital (X : Matrix ι ι ℂ) (a : ι → A) (m : ι) :
    star (orbital X a m) = ∑ p, X p m • star (a p) := by
  simp only [orbital, star_sum, star_smul, star_star]

omit [StarRing A] [StarModule ℂ A] in
/-- For invertible `X` the dual operators are `d_m = ∑ p, (X⁻¹)_mp a_p`. -/
theorem dual_eq {X : Matrix ι ι ℂ} (hX : IsUnit X.det) (a : ι → A) (m : ι) :
    dual X a m = ∑ p, X⁻¹ m p • a p := by
  have hH : IsUnit (Xᴴ).det := by
    rw [Matrix.det_conjTranspose]
    exact hX.star
  have hinv : (overlap X)⁻¹ * Xᴴ = X⁻¹ := by
    rw [overlap, Matrix.mul_inv_rev, Matrix.mul_assoc, Matrix.nonsing_inv_mul _ hH,
      Matrix.mul_one]
  simp only [dual, orbital, Finset.smul_sum, smul_smul]
  rw [Finset.sum_comm]
  refine Finset.sum_congr rfl fun p _ => ?_
  rw [← Finset.sum_smul, ← hinv, Matrix.mul_apply]
  simp only [Matrix.conjTranspose_apply]

/-- Annihilation operators of two fermionic modes as four-by-four matrices. -/
def fock : Fin 2 → Matrix (Fin 4) (Fin 4) ℂ :=
  ![!![0, 0, 1, 0; 0, 0, 0, 1; 0, 0, 0, 0; 0, 0, 0, 0],
    !![0, 1, 0, 0; 0, 0, 0, 0; 0, 0, 0, -1; 0, 0, 0, 0]]

/-- Coefficients of two orbitals, the second being the sum of both modes. -/
def skew : Matrix (Fin 2) (Fin 2) ℂ := !![1, 1; 0, 1]

/-- The matrices `fock` obey the CAR, and `skew` is invertible with overlap `S_01 = 1`. -/
theorem car_witness : CAR fock ∧ IsUnit skew.det ∧ overlap skew 0 1 = 1 := by
  refine ⟨⟨?_, ?_⟩, ?_, ?_⟩
  · intro p q
    fin_cases p <;> fin_cases q <;> ext i j <;> fin_cases i <;> fin_cases j <;>
      simp [fock]
  · intro p q
    fin_cases p <;> fin_cases q <;> ext i j <;> fin_cases i <;> fin_cases j <;>
      simp only [Matrix.add_apply, Matrix.mul_apply, Fin.sum_univ_four, Matrix.star_apply] <;>
      simp [fock]
  · simp [skew, Matrix.det_fin_two]
  · simp [overlap, skew, Matrix.mul_apply, Fin.sum_univ_two]

/-- A one-electron state with amplitudes `3/5` and `4/5` in the two modes. -/
def tilted : Fin 4 → ℂ := ![0, 4 / 5, 3 / 5, 0]

/-- The state `tilted` is normalised, and its population of the first `skew` orbital
is `-3/25`. -/
theorem negative_population :
    star tilted ⬝ᵥ tilted = 1 ∧
    star tilted ⬝ᵥ (occupation skew fock 0 *ᵥ tilted) = -3 / 25 := by
  have hinv : skew⁻¹ = !![1, -1; 0, 1] := Matrix.inv_eq_right_inv (by
    ext i j
    fin_cases i <;> fin_cases j <;> simp [skew, Matrix.mul_apply, Fin.sum_univ_two])
  have hocc : occupation skew fock 0 = star (fock 0) * (fock 0 - fock 1) := by
    rw [occupation, star_orbital, dual_eq car_witness.2.1, hinv]
    simp [skew, Fin.sum_univ_two, sub_eq_add_neg]
  have hmat : star (fock 0) * (fock 0 - fock 1)
      = !![0, 0, 0, 0; 0, 0, 0, 0; 0, -1, 1, 0; 0, 0, 0, 1] := by
    ext i j
    fin_cases i <;> fin_cases j <;>
      simp [fock, Matrix.mul_apply, Fin.sum_univ_four, Matrix.star_eq_conjTranspose]
  rw [hocc, hmat]
  constructor
  · simp [tilted, dotProduct, Fin.sum_univ_four]
    norm_num
  · simp [tilted, Matrix.mulVec, dotProduct, Fin.sum_univ_four]
    norm_num

end

end NegativePopulation
```

Lean reports:

```
Main.lean:96:2: error: unsolved goals
case left
hinv : skew⁻¹ = !![1, -1; 0, 1]
hocc : occupation skew fock 0 = star (fock 0) * (fock 0 - fock 1)
hmat : star (fock 0) * (fock 0 - fock 1) = !![0, 0, 0, 0; 0, 0, 0, 0; 0, -1, 1, 0; 0, 0, 0, 1]
⊢ (starRingEnd ℂ) 4 / (starRingEnd ℂ) 5 * (4 / 5) + (starRingEnd ℂ) 3 / (starRingEnd ℂ) 5 * (3 / 5) = 1
Main.lean:98:2: error: unsolved goals
case right
hinv : skew⁻¹ = !![1, -1; 0, 1]
hocc : occupation skew fock 0 = star (fock 0) * (fock 0 - fock 1)
hmat : star (fock 0) * (fock 0 - fock 1) = !![0, 0, 0, 0; 0, 0, 0, 0; 0, -1, 1, 0; 0, 0, 0, 1]
⊢ (starRingEnd ℂ) 3 / (starRingEnd ℂ) 5 * (1 / 5) = 3 / 25
```

What went wrong. Both errors report a goal still open at the end of its bullet. The matrix work is done, and what remains is arithmetic in which some numerals sit under complex conjugation, written `starRingEnd ℂ`. The conjugates come from the `star tilted` on the left of each product. They have been carried inside the fractions, but the calls to `simp` and `norm_num` have not replaced terms such as `(starRingEnd ℂ) 3` by `3`, so the arithmetic can't be finished. Both remaining equations are true, since the numerals are real.

The repair proves this for 3, 4 and 5 as `c3`, `c4` and `c5`, using `Complex.ext` to compare real and imaginary parts and `simp` to settle each. Given these equations, `norm_num` removes the conjugations and checks the fractions: 16/25 + 9/25 = 1 in the first goal, and 3/5 · 1/5 = 3/25 in the second, where the minus signs have already been cancelled from both sides. The second call omits `c4` because no conjugated 4 is left there. The added comment has no effect on the proof.

The mended proof, as a diff:

```diff
@@ -92,10 +92,14 @@
     fin_cases i <;> fin_cases j <;>
       simp [fock, Matrix.mul_apply, Fin.sum_univ_four, Matrix.star_eq_conjTranspose]
+  -- the amplitudes are real
+  have c3 : (starRingEnd ℂ) 3 = 3 := by apply Complex.ext <;> simp
+  have c4 : (starRingEnd ℂ) 4 = 4 := by apply Complex.ext <;> simp
+  have c5 : (starRingEnd ℂ) 5 = 5 := by apply Complex.ext <;> simp
   rw [hocc, hmat]
   constructor
   · simp [tilted, dotProduct, Fin.sum_univ_four]
-    norm_num
+    norm_num [c3, c4, c5]
   · simp [tilted, Matrix.mulVec, dotProduct, Fin.sum_univ_four]
-    norm_num
+    norm_num [c3, c5]
 
 end
```
